# The truncated Born series and its exact remainder when $M$ and $M-V$ are invertible

An electron hops between two sites of equal energy with amplitude $t$. I take the Green's matrix at an energy $E$, measured from the site energy, and expand it in the hopping. For $|t|>|E|>0$ the terms grow like $(t/E)^k$ and the Born series diverges, although the full Green's matrix exists. But I got the series by substituting the Dyson equation into itself, and each substitution looked like an identity. Did one of those steps secretly need a small hopping?

## Every substitution is exact; the error comes from discarding the remainder

Split the Hamiltonian as $H_0+V$, where $V$ is the perturbation, here the hopping. Write $M=E-H_0$, so that $M-V=E-(H_0+V)$, and let $G_0$ and $G$ be the two-sided inverses of $M$ and $M-V$. Evaluate two products in two ways each:

$$G_0(M-V)G=G_0=G-G_0VG,\qquad G(M-V)G_0=G_0=G-GVG_0.$$

These give the Dyson equations $G=G_0+G_0VG$ and $G=G_0+GVG_0$. Multiplying the first by $(G_0V)^n$ from the left gives

$$(G_0V)^nG=(G_0V)^nG_0+(G_0V)^{n+1}G.$$

So each substitution moves one term from the remainder into the sum. Starting from $G=G$ at $n=0$, induction yields

$$G=S_n+(G_0V)^nG,\qquad S_n=\sum_{k<n}(G_0V)^kG_0.$$

The second Dyson equation gives the mirrored form $G=\sum_{k<n}G_0(VG_0)^k+G(VG_0)^n$. The two sums agree term by term, since regrouping factors gives $(G_0V)^kG_0=G_0(VG_0)^k$.

Take $E=1$, $t=2$, where the series diverges. Then $G_0=1$ and

$$V=\begin{pmatrix}0&2\\2&0\end{pmatrix},\quad G=-\tfrac13\begin{pmatrix}1&2\\2&1\end{pmatrix},\quad S_2=1+V=\begin{pmatrix}1&2\\2&1\end{pmatrix}.$$

Since $V^2=4$, the remainder is $4G$, and $S_2+4G=(1-\tfrac43)S_2=G$, as it should be.

## How well the truncated series inverts $M-V$

Here only $G_0$ has to exist. Each term contributes a difference of consecutive powers:

$$(M-V)G_0(VG_0)^k=(VG_0)^k-(VG_0)^{k+1},$$
$$(G_0V)^kG_0(M-V)=(G_0V)^k-(G_0V)^{k+1}.$$

Summing over $k<n$ gives $(M-V)S_n=1-(VG_0)^n$ and $S_n(M-V)=1-(G_0V)^n$. If $S_n$ is the inverse, the second identity forces $(G_0V)^n=0$. Conversely, if $(G_0V)^n=0$, then

$$(VG_0)^n=MG_0(VG_0)^n=M(G_0V)^nG_0=0,$$

and both defects vanish. Physically, for $n\ge1$, the condition says that at the energy $E$ the total amplitude for $n$ successive scatterings, with free propagation between them, is zero for every initial and final state.

## What the Lean statements say

The operators are elements of an arbitrary ring `R` with unit, not necessarily commutative and without a norm. `IsGreen M G` means $MG=1$ and $GM=1$; its first argument is the energy minus a Hamiltonian ($E-H_0$ for $G_0$, $E-H_0-V$ for $G$), not the Hamiltonian itself. `bornSum G0 V n` is $S_n$: it has $n$ terms, so its highest order in $V$ is $n-1$, and it is zero for $n=0$.

`born_series` states both expansions for every `n`, assuming that both inverses exist. `born_series_witness` supplies them for the two real $2\times2$ matrices. Its conditions keep $E$ away from the uncoupled level, $E=0$, and the coupled levels, $E=\pm t$.

For finite matrices, as in a non-interacting tight-binding model, the remainder is the exact truncation error of a perturbative Green's matrix, though it contains the unknown $G$. Applying the result to an unbounded $H_0$ takes a further step: $E-H_0$ is then not an element of a ring of everywhere-defined operators, and domains must be treated separately.

```lean
import Mathlib

open Finset

namespace BornSeriesRemainder

variable {R : Type*} [Ring R] {M V G0 G : R}

/-- `G` is the Green's operator of `M`: its two-sided inverse. -/
def IsGreen (M G : R) : Prop := M * G = 1 ∧ G * M = 1

/-- The Born series truncated after `n` terms, `∑_{k<n} (G0 V)^k G0`. -/
def bornSum (G0 V : R) (n : ℕ) : R := ∑ k ∈ range n, (G0 * V) ^ k * G0

/-- Adding one more order of scattering to the truncated Born series. -/
theorem bornSum_succ (G0 V : R) (n : ℕ) :
    bornSum G0 V (n + 1) = bornSum G0 V n + (G0 * V) ^ n * G0 := by
  unfold bornSum
  rw [sum_range_succ]

/-- The term of order `k` can be read from either end: `(G0 V)^k G0 = G0 (V G0)^k`. -/
theorem pow_mul_shift (G0 V : R) (k : ℕ) :
    (G0 * V) ^ k * G0 = G0 * (V * G0) ^ k := by
  induction k with
  | zero => simp
  | succ k ih =>
    calc (G0 * V) ^ (k + 1) * G0 = ((G0 * V) ^ k * G0) * (V * G0) := by
          rw [pow_succ]; simp only [mul_assoc]
      _ = G0 * (V * G0) ^ (k + 1) := by rw [ih, mul_assoc, ← pow_succ]

/-- The two Dyson equations for the Green's operators `G0` of `M` and `G` of `M - V`:
`G = G0 + G0 V G` and `G = G0 + G V G0`. -/
theorem dyson_equations (hG0 : IsGreen M G0) (hG : IsGreen (M - V) G) :
    G = G0 + G0 * V * G ∧ G = G0 + G * V * G0 := by
  obtain ⟨a1, a2⟩ := hG0
  obtain ⟨b1, b2⟩ := hG
  constructor
  · -- evaluate G0 (M - V) G in two ways
    have h1 : G0 * (M - V) * G = G0 := by rw [mul_assoc, b1, mul_one]
    have h2 : G0 * (M - V) * G = G - G0 * V * G := by
      rw [mul_sub, sub_mul, a2, one_mul]
    exact sub_eq_iff_eq_add.mp (h2.symm.trans h1)
  · -- evaluate G (M - V) G0 in two ways
    have h1 : G * (M - V) * G0 = G0 := by rw [b2, one_mul]
    have h2 : G * (M - V) * G0 = G - G * V * G0 := by
      rw [mul_assoc, sub_mul, a1, mul_sub, mul_one, ← mul_assoc]
    exact sub_eq_iff_eq_add.mp (h2.symm.trans h1)

/-- Iterating the Dyson equations `m` times from the left and `n` times from the right gives,
for the Green's operators `G0` of `M` and `G` of `M - V`, the Born series with `m + n` terms
and the exact remainder `(G0 V)^m G (V G0)^n`. -/
theorem born_two_sided (hG0 : IsGreen M G0) (hG : IsGreen (M - V) G) (m n : ℕ) :
    G = bornSum G0 V (m + n) + (G0 * V) ^ m * G * (V * G0) ^ n := by
  obtain ⟨dL, dR⟩ := dyson_equations hG0 hG
  induction n with
  | zero =>
    rw [pow_zero, mul_one, add_zero]
    induction m with
    | zero => simp [bornSum]
    | succ m ih =>
      -- expand the G in the remainder once more
      have step : (G0 * V) ^ m * G = (G0 * V) ^ m * G0 + (G0 * V) ^ (m + 1) * G :=
        calc (G0 * V) ^ m * G = (G0 * V) ^ m * (G0 + G0 * V * G) := by rw [← dL]
          _ = _ := by rw [mul_add, pow_succ, mul_assoc ((G0 * V) ^ m)]
      rw [bornSum_succ, add_assoc, ← step]
      exact ih
  | succ n ih =>
    -- expand G by the Dyson equation with G0 on the right
    have step : (G0 * V) ^ m * G * (V * G0) ^ n
        = (G0 * V) ^ (m + n) * G0 + (G0 * V) ^ m * G * (V * G0) ^ (n + 1) :=
      calc (G0 * V) ^ m * G * (V * G0) ^ n
          = (G0 * V) ^ m * (G0 + G * V * G0) * (V * G0) ^ n := by rw [← dR]
        _ = (G0 * V) ^ m * (G0 * (V * G0) ^ n)
            + (G0 * V) ^ m * G * ((V * G0) * (V * G0) ^ n) := by
          simp only [mul_add, add_mul, mul_assoc]
        _ = _ := by
          rw [← pow_mul_shift G0 V n, ← mul_assoc ((G0 * V) ^ m) ((G0 * V) ^ n) G0,
            ← pow_add, ← pow_succ']
    rw [← add_assoc m n 1, bornSum_succ, add_assoc, ← step]
    exact ih

/-- **Born series with exact remainder.** If `G0` and `G` are the Green's operators of `M` and
`M - V`, then at every order `n` the full `G` is the truncated Born series plus `(G0 V)^n G`,
and equally the mirrored series plus `G (V G0)^n`. -/
theorem born_series (hG0 : IsGreen M G0) (hG : IsGreen (M - V) G) (n : ℕ) :
    G = ∑ k ∈ range n, (G0 * V) ^ k * G0 + (G0 * V) ^ n * G ∧
    G = ∑ k ∈ range n, G0 * (V * G0) ^ k + G * (V * G0) ^ n := by
  constructor
  · have h := born_two_sided hG0 hG n 0
    rw [pow_zero, mul_one, add_zero] at h
    exact h
  · have h := born_two_sided hG0 hG 0 n
    rw [pow_zero, one_mul, zero_add, bornSum] at h
    simp only [pow_mul_shift] at h
    exact h

/-- If `G0` is the Green's operator of `M`, the truncated Born series inverts `M - V` up to the
defect `(V G0)^n` on one side and `(G0 V)^n` on the other. -/
theorem born_defect (hG0 : IsGreen M G0) (n : ℕ) :
    (M - V) * bornSum G0 V n = 1 - (V * G0) ^ n ∧
    bornSum G0 V n * (M - V) = 1 - (G0 * V) ^ n := by
  obtain ⟨a1, a2⟩ := hG0
  -- each term contributes a difference of consecutive powers, so the sums telescope
  have t1 (k : ℕ) : (M - V) * ((G0 * V) ^ k * G0) = (V * G0) ^ k - (V * G0) ^ (k + 1) := by
    rw [pow_mul_shift, ← mul_assoc (M - V), sub_mul, a1, sub_mul, one_mul, pow_succ']
  have t2 (k : ℕ) : (G0 * V) ^ k * G0 * (M - V) = (G0 * V) ^ k - (G0 * V) ^ (k + 1) := by
    rw [mul_assoc, mul_sub, a2, mul_sub, mul_one, pow_succ]
  induction n with
  | zero => simp [bornSum]
  | succ n ih =>
    constructor
    · rw [bornSum_succ, mul_add, ih.1, t1 n]
      abel
    · rw [bornSum_succ, add_mul, ih.2, t2 n]
      abel

/-- If `G0` is the Green's operator of `M`, the Born series truncated after `n` terms is the
Green's operator of `M - V` exactly when `(G0 V)^n = 0`. -/
theorem born_exact_iff (hG0 : IsGreen M G0) (n : ℕ) :
    IsGreen (M - V) (bornSum G0 V n) ↔ (G0 * V) ^ n = 0 := by
  obtain ⟨d1, d2⟩ := born_defect (V := V) hG0 n
  constructor
  · rintro ⟨_, h⟩
    exact sub_eq_self.mp (d2.symm.trans h)
  · intro h
    -- the defect on the other side vanishes too, because G0 is invertible
    have h' : (V * G0) ^ n = 0 := by
      calc (V * G0) ^ n = M * (G0 * (V * G0) ^ n) := by
            rw [← mul_assoc, hG0.1, one_mul]
        _ = 0 := by rw [← pow_mul_shift, h, zero_mul, mul_zero]
    exact ⟨by rw [d1, h', sub_zero], by rw [d2, h, sub_zero]⟩

/-- Two sites coupled by a hopping `t`, with the energy `E` measured from their common site energy:
for `E ≠ 0` and `E² ≠ t²` these are the Green's matrices without and with the hopping. -/
theorem born_series_witness (E t : ℝ) (hE : E ≠ 0) (hEt : E ^ 2 ≠ t ^ 2) :
    IsGreen !![E, 0; 0, E] !![1 / E, 0; 0, 1 / E] ∧
    IsGreen (!![E, 0; 0, E] - !![0, t; t, 0])
      !![E / (E ^ 2 - t ^ 2), t / (E ^ 2 - t ^ 2);
         t / (E ^ 2 - t ^ 2), E / (E ^ 2 - t ^ 2)] := by
  have hD : E ^ 2 - t ^ 2 ≠ 0 := sub_ne_zero.mpr hEt
  refine ⟨⟨?_, ?_⟩, ⟨?_, ?_⟩⟩ <;> ext i j <;> fin_cases i <;> fin_cases j <;>
    simp [Matrix.mul_apply, Fin.sum_univ_succ, hE] <;> field_simp <;> ring

end BornSeriesRemainder
```

```lean
#print axioms BornSeriesRemainder.born_series
-- 'BornSeriesRemainder.born_series' depends on axioms: [propext, Classical.choice, Quot.sound]
#print axioms BornSeriesRemainder.born_exact_iff
-- 'BornSeriesRemainder.born_exact_iff' depends on axioms: [propext, Classical.choice, Quot.sound]
```

## The inductions behind the expansions

`dyson_equations` evaluates the two products as above, and `pow_mul_shift` proves the regrouping by induction on `k`. `born_two_sided` then combines both iterations:

$$G=S_{m+n}+(G_0V)^mG(VG_0)^n.$$

Its outer induction is on `n`, and the case $n=0$ contains an induction on `m`. In each, `step` expands the $G$ inside the remainder once, and `bornSum_succ` absorbs the new term into the sum. `born_series` sets one of the two counts to zero; for the mirrored form it also regroups the summands.

In `born_defect`, `t1` and `t2` are the two difference formulas, and `abel` cancels neighbouring powers. `born_exact_iff` follows the argument above, with `h'` carrying the vanishing power to the other side. The witness is checked entry by entry, with `field_simp` clearing denominators and `ring` finishing the algebra.
